# Four GHZ spin products that no preassigned real values reproduce

Suppose that measuring a spin component, in units of ħ/2, only reads off a value, 1 or −1, which the spin already carries and which does not depend on the settings chosen for any of the spins. For three spins in the GHZ state (|↑↑↑⟩ + |↓↓↓⟩)/√2 this picture contradicts the quantum predictions for four joint measurements. The products of outcomes for the settings XYY, YXY and YYX are always −1. Multiply the three products of carried values: every y value occurs twice and drops out, so the product for XXX must be −1 as well. Quantum mechanics gives 1, with certainty.

The derivation below establishes the four quantum values, shows that no real numbers fit them, and then extends the conclusion to averages over finitely many assignments of ±1. In circuit simulation it means that a finite random choice among fixed tables of local outcomes, made independently of the measurement settings, cannot replace this three-qubit state, even if only the four averages are wanted.

```lean
import Mathlib

open Matrix
open scoped Kronecker

namespace GHZParadox

noncomputable section
```

## The state and its observables

Each qubit has basis vectors e0 and e1, and the two observables are the Pauli matrices. X exchanges the basis vectors:

X e0 = e1,  X e1 = e0.

```lean
/-- The Pauli matrix X. -/
def σx : Matrix (Fin 2) (Fin 2) ℂ := !![0, 1; 1, 0]
```

Y exchanges them with a phase:

Y e0 = i e1,  Y e1 = −i e0.

```lean
/-- The Pauli matrix Y. -/
def σy : Matrix (Fin 2) (Fin 2) ℂ := !![0, -Complex.I; Complex.I, 0]
```

When the observables A, B and C are measured on the three qubits, the product of the three outcomes is represented by the tensor product A ⊗ B ⊗ C, so XYY means X on the first qubit and Y on the other two. In Lean this is a Kronecker product whose rows and columns are labelled by triples (i, j, k) of elements of `Fin 2`.

```lean
/-- The three-qubit operator that acts with `A`, `B` and `C` on the first, second and
third qubit. -/
def tensor3 (A B C : Matrix (Fin 2) (Fin 2) ℂ) :
    Matrix (Fin 2 × Fin 2 × Fin 2) (Fin 2 × Fin 2 × Fin 2) ℂ :=
  A ⊗ₖ (B ⊗ₖ C)
```

The state is

ψ = (e000 + e111)/√2.

A state vector is a complex function on the triples, and `Pi.single (0, 0, 0) 1` is the function that equals 1 at (0, 0, 0) and 0 elsewhere, which is e000.

```lean
/-- The GHZ state (e000 + e111)/√2. -/
def ghz : Fin 2 × Fin 2 × Fin 2 → ℂ :=
  ((Real.sqrt 2 : ℝ) : ℂ)⁻¹ • (Pi.single (0, 0, 0) 1 + Pi.single (1, 1, 1) 1)
```

The expectation value of an operator A is ⟨ψ|A|ψ⟩. The Lean name `expectation` is narrower than the textbook term, because the GHZ state is built into it and only the operator is an argument.

```lean
/-- The expectation value of a three-qubit operator in the GHZ state. -/
def expectation (A : Matrix (Fin 2 × Fin 2 × Fin 2) (Fin 2 × Fin 2 × Fin 2) ℂ) : ℂ :=
  star ghz ⬝ᵥ (A *ᵥ ghz)
```

On the classical side, party i carries two numbers, xᵢ for the outcome of X and yᵢ for the outcome of Y. The parties are counted 0, 1, 2, as in Lean. The four products are combined into

M = x₀x₁x₂ − x₀y₁y₂ − y₀x₁y₂ − y₀y₁x₂.

The type `Fin 3 → ℝ` contains the locality assumption: x₀ is the same number whether the other two parties measure X or Y.

```lean
/-- The Mermin combination xxx - xyy - yxy - yyx of values assigned to the three parties. -/
def merminValue (x y : Fin 3 → ℝ) : ℝ :=
  x 0 * x 1 * x 2 - x 0 * y 1 * y 2 - y 0 * x 1 * y 2 - y 0 * y 1 * x 2
```

## Four eigenvalue equations

A product operator acts on e000 through the first columns of its factors and on e111 through the second columns. Its component at (i, j, k) is therefore

((A ⊗ B ⊗ C)ψ)ᵢⱼₖ = (Aᵢ₀Bⱼ₀Cₖ₀ + Aᵢ₁Bⱼ₁Cₖ₁)/√2.

The proof uses linearity to split the state into its two basis vectors, and a matrix applied to a basis vector is a column.

```lean
/-- The components of a product operator applied to the GHZ state: one term comes from e000
and one from e111. -/
theorem tensor3_mulVec_ghz (A B C : Matrix (Fin 2) (Fin 2) ℂ) (i j k : Fin 2) :
    (tensor3 A B C *ᵥ ghz) (i, j, k) =
      ((Real.sqrt 2 : ℝ) : ℂ)⁻¹ * (A i 0 * (B j 0 * C k 0) + A i 1 * (B j 1 * C k 1)) := by
  rw [ghz, Matrix.mulVec_smul, Matrix.mulVec_add, Matrix.mulVec_single_one,
    Matrix.mulVec_single_one]
  rfl
```

For XXX the two basis vectors change places without a phase, so XXX ψ = ψ. For XYY the phases multiply:

XYY e000 = (1)(i)(i) e111 = −e111,
XYY e111 = (1)(−i)(−i) e000 = −e000.

Adding the two lines and dividing by √2 gives XYY ψ = −ψ. YXY and YYX also contain two factors Y and one factor X, so the same phases appear and both have eigenvalue −1.

Lean compares components: `ext` reduces each vector equation to its entries, the preceding lemma supplies the left side, and `fin_cases` runs through the eight triples, where `simp` evaluates the matrix entries.

```lean
/-- The GHZ state is an eigenvector of XXX with eigenvalue 1 and of XYY, YXY and YYX with
eigenvalue -1. -/
theorem ghz_eigen :
    tensor3 σx σx σx *ᵥ ghz = (1 : ℂ) • ghz ∧
    tensor3 σx σy σy *ᵥ ghz = (-1 : ℂ) • ghz ∧
    tensor3 σy σx σy *ᵥ ghz = (-1 : ℂ) • ghz ∧
    tensor3 σy σy σx *ᵥ ghz = (-1 : ℂ) • ghz := by
  -- compare the eight components of each equation
  refine ⟨?_, ?_, ?_, ?_⟩ <;> ext ⟨i, j, k⟩ <;> rw [tensor3_mulVec_ghz] <;>
    fin_cases i <;> fin_cases j <;> fin_cases k <;>
    simp [ghz, σx, σy]
```

The norm follows from the two nonzero components, each equal to 1/√2:

⟨ψ|ψ⟩ = 1/2 + 1/2 = 1.

In particular ψ is not zero, so the four equations do make it an eigenvector. In the proof, `hc` is the statement (1/√2)² = 1/2, and the last line uses it twice.

```lean
/-- The GHZ state is normalised. -/
theorem ghz_normalised : star ghz ⬝ᵥ ghz = 1 := by
  have h : ((Real.sqrt 2 : ℝ) : ℂ) * ((Real.sqrt 2 : ℝ) : ℂ) = 2 := by
    rw [← Complex.ofReal_mul, Real.mul_self_sqrt (by norm_num)]
    norm_num
  have hc : ((Real.sqrt 2 : ℝ) : ℂ)⁻¹ * ((Real.sqrt 2 : ℝ) : ℂ)⁻¹ = 1 / 2 := by
    rw [← mul_inv, h]
    norm_num
  simp [ghz, dotProduct, Fintype.sum_prod_type, Fin.sum_univ_two, Pi.single_apply]
  linear_combination 2 * hc
```

## No six real numbers fit

Suppose that real numbers satisfy

x₀x₁x₂ = 1,  x₀y₁y₂ = −1,  y₀x₁y₂ = −1,  y₀y₁x₂ = −1.

Multiply the four equations. Each of the six numbers occurs exactly twice on the left, so

(x₀x₁x₂y₀y₁y₂)² = (1)(−1)(−1)(−1) = −1.

A real square is not negative, which is a contradiction. The values need not be ±1 for this argument, but they must be real: if every x is 1 and every y is the imaginary unit, all four equations hold.

The theorem joins the eigenvalue equations to this impossibility. In its proof `ring` regroups the product as a square, the four assumed equations give its value, and `linarith` compares it with `sq_nonneg`.

```lean
/-- **GHZ paradox.** The GHZ state is an eigenvector of XXX, XYY, YXY and YYX with eigenvalues
1, -1, -1, -1, yet no real values x_i, y_i, whether ±1 or not, have these four numbers as their
products. -/
theorem ghz_paradox :
    (tensor3 σx σx σx *ᵥ ghz = (1 : ℂ) • ghz ∧
      tensor3 σx σy σy *ᵥ ghz = (-1 : ℂ) • ghz ∧
      tensor3 σy σx σy *ᵥ ghz = (-1 : ℂ) • ghz ∧
      tensor3 σy σy σx *ᵥ ghz = (-1 : ℂ) • ghz) ∧
    ∀ x y : Fin 3 → ℝ,
      ¬ (x 0 * x 1 * x 2 = 1 ∧ x 0 * y 1 * y 2 = -1 ∧
        y 0 * x 1 * y 2 = -1 ∧ y 0 * y 1 * x 2 = -1) := by
  refine ⟨ghz_eigen, ?_⟩
  rintro x y ⟨h1, h2, h3, h4⟩
  -- every value occurs twice in the product of the four equations
  have h : (x 0 * x 1 * x 2 * (y 0 * y 1 * y 2)) ^ 2 = -1 := by
    calc (x 0 * x 1 * x 2 * (y 0 * y 1 * y 2)) ^ 2
        = (x 0 * x 1 * x 2) * (x 0 * y 1 * y 2) * (y 0 * x 1 * y 2) * (y 0 * y 1 * x 2) := by
          ring
      _ = -1 := by
          rw [h1, h2, h3, h4]
          norm_num
  linarith [sq_nonneg (x 0 * x 1 * x 2 * (y 0 * y 1 * y 2))]
```

## The bound for values ±1

An experiment reports averages, so the argument needs a form that tolerates some failures. Let all six numbers be ±1. The four signed terms of M are then ±1 too, and their product is

(x₀x₁x₂)(−x₀y₁y₂)(−y₀x₁y₂)(−y₀y₁x₂) = −(x₀x₁x₂y₀y₁y₂)² = −1.

An odd number of the terms is therefore −1. With one negative term M = 3 − 1 = 2, and with three M = 1 − 3 = −2. In both cases |M| ≤ 2. Lean reaches the same bound by enumeration: the `rcases` steps split the hypotheses into 2⁶ = 64 assignments, and `norm_num` checks each one.

```lean
/-- For values ±1 the Mermin combination is at most 2 in absolute value. -/
theorem abs_merminValue_le (x y : Fin 3 → ℝ) (hx : ∀ i, x i = 1 ∨ x i = -1)
    (hy : ∀ i, y i = 1 ∨ y i = -1) : |merminValue x y| ≤ 2 := by
  rw [merminValue, abs_le]
  -- check the 64 assignments
  rcases hx 0 with a | a <;> rcases hx 1 with b | b <;> rcases hx 2 with c | c <;>
    rcases hy 0 with d | d <;> rcases hy 1 with e | e <;> rcases hy 2 with f | f <;>
    rw [a, b, c, d, e, f] <;> norm_num
```

The bound is attained. For x = (1, 1, 1) and y = (1, 1, −1) the products for XXX, XYY, YXY and YYX are 1, −1, −1 and 1, so

M = 1 + 1 + 1 − 1 = 2.

This assignment meets three of the four GHZ requirements and fails the one for YYX.

```lean
/-- The values x = (1, 1, 1) and y = (1, 1, -1) give the Mermin combination the value 2. -/
theorem merminValue_sharp : merminValue ![1, 1, 1] ![1, 1, -1] = 2 := by
  -- write out the entries of the two vectors
  change (1 : ℝ) * 1 * 1 - 1 * 1 * (-1) - 1 * 1 * (-1) - 1 * 1 * 1 = 2
  norm_num
```

Now let the assignment vary from run to run. A hidden variable w, often written λ in textbooks, takes finitely many values with probabilities p(w) ≥ 0 that sum to 1, and it fixes all six outcomes. Then

|∑ p(w) M(w)| ≤ ∑ p(w) |M(w)| ≤ 2 ∑ p(w) = 2.

In Lean, `Ω` is the finite set of hidden values, and `x w i` is the X outcome of party i when the hidden value is w. The three lines of the `calc` block are the triangle inequality, the bound for each w, and the normalisation of p.

```lean
/-- **Mermin inequality.** If the values ±1 are drawn from a finite probability distribution `p`
over a hidden variable, the average Mermin combination is at most 2 in absolute value. -/
theorem mermin_inequality {Ω : Type*} [Fintype Ω] (p : Ω → ℝ) (x y : Ω → Fin 3 → ℝ)
    (hp : ∀ w, 0 ≤ p w) (hsum : ∑ w, p w = 1)
    (hx : ∀ w i, x w i = 1 ∨ x w i = -1) (hy : ∀ w i, y w i = 1 ∨ y w i = -1) :
    |∑ w, p w * merminValue (x w) (y w)| ≤ 2 := by
  calc |∑ w, p w * merminValue (x w) (y w)|
      ≤ ∑ w, |p w * merminValue (x w) (y w)| := Finset.abs_sum_le_sum_abs _ _
    _ ≤ ∑ w, p w * 2 := by
        refine Finset.sum_le_sum fun w _ => ?_
        rw [abs_mul, abs_of_nonneg (hp w)]
        exact mul_le_mul_of_nonneg_left (abs_merminValue_le _ _ (hx w) (hy w)) (hp w)
    _ = 2 := by rw [← Finset.sum_mul, hsum, one_mul]
```

A mixture of four assignments, each with probability 1/4, shows what such a model can achieve:

x = (1, 1, 1), y = (1, 1, −1): products 1, −1, −1, 1
x = (1, 1, 1), y = (1, −1, 1): products 1, −1, 1, −1
x = (1, 1, 1), y = (−1, 1, 1): products 1, 1, −1, −1
x = (−1, −1, −1), y = (1, 1, 1): products −1, −1, −1, −1

The products are listed in the order XXX, XYY, YXY, YYX. Each assignment misses a different requirement. The averages are 1/2, −1/2, −1/2 and −1/2, so all four have the quantum sign but half the quantum size, and the average of M is 2.

## The quantum value 4

If Aψ = aψ, then normalisation gives

⟨ψ|A|ψ⟩ = a⟨ψ|ψ⟩ = a.

The four GHZ expectation values are therefore the eigenvalues 1, −1, −1 and −1.

```lean
/-- If the GHZ state is an eigenvector of an operator, its expectation value is the
eigenvalue. -/
theorem expectation_of_eigen {A : Matrix (Fin 2 × Fin 2 × Fin 2) (Fin 2 × Fin 2 × Fin 2) ℂ}
    {a : ℂ} (h : A *ᵥ ghz = a • ghz) : expectation A = a := by
  rw [expectation, h, dotProduct_smul, ghz_normalised, smul_eq_mul, mul_one]
```

The Mermin operator is the same combination as M, with operators in place of numbers. It acts on ψ as

(XXX − XYY − YXY − YYX)ψ = ψ + ψ + ψ + ψ = 4ψ,

so its expectation value is 4, twice the classical bound. The proof applies each term separately, inserts the eigenvalue equations, and lets `module` collect the coefficients.

```lean
/-- In the GHZ state the Mermin operator XXX - XYY - YXY - YYX has expectation value 4. -/
theorem expectation_mermin :
    expectation (tensor3 σx σx σx - tensor3 σx σy σy - tensor3 σy σx σy
      - tensor3 σy σy σx) = 4 := by
  obtain ⟨h1, h2, h3, h4⟩ := ghz_eigen
  apply expectation_of_eigen
  rw [Matrix.sub_mulVec, Matrix.sub_mulVec, Matrix.sub_mulVec, h1, h2, h3, h4]
  module
```

On a circuit this number can be estimated from four measurement settings. For XYY one applies a Hadamard gate to the first qubit, and S† followed by a Hadamard gate to each of the other two. One then reads the bits b₀, b₁, b₂ and records the sign (−1)^(b₀+b₁+b₂). For the ideal state every run records −1. The four averages are then combined with the signs of M. Let the state be mixed with white noise, with v the weight of the GHZ state and I the 8 × 8 identity matrix:

ρ = v|ψ⟩⟨ψ| + (1 − v) I/8,  0 ≤ v ≤ 1.

The noise contributes nothing, because each of the four Pauli products has trace zero. The result is 4v, which exceeds 2 when v > 1/2.

## No finite local model gives the four averages

Suppose that a finite distribution over assignments of ±1 reproduced all four GHZ expectation values. Its average of M would be

1 − (−1) − (−1) − (−1) = 4,

but the average is at most 2. The theorem states this contradiction as the negation of four simultaneous equalities. Each has an average of products on the left and a GHZ expectation value on the right. If `Ω` has a single element, the model is one fixed assignment.

The averages are real and `expectation` is complex, so the averages are cast to ℂ in the statement. The proof replaces the expectation values by the eigenvalues and takes real parts. It then writes the Mermin average as a combination of the four separate averages, and `linarith` finds the conflict with the bound.

```lean
/-- No finite probability distribution over assignments of values ±1 reproduces the GHZ
expectation values of XXX, XYY, YXY and YYX as averages of products. -/
theorem no_local_model {Ω : Type*} [Fintype Ω] (p : Ω → ℝ) (x y : Ω → Fin 3 → ℝ)
    (hp : ∀ w, 0 ≤ p w) (hsum : ∑ w, p w = 1)
    (hx : ∀ w i, x w i = 1 ∨ x w i = -1) (hy : ∀ w i, y w i = 1 ∨ y w i = -1) :
    ¬ (((∑ w, p w * (x w 0 * x w 1 * x w 2) : ℝ) : ℂ) = expectation (tensor3 σx σx σx) ∧
      ((∑ w, p w * (x w 0 * y w 1 * y w 2) : ℝ) : ℂ) = expectation (tensor3 σx σy σy) ∧
      ((∑ w, p w * (y w 0 * x w 1 * y w 2) : ℝ) : ℂ) = expectation (tensor3 σy σx σy) ∧
      ((∑ w, p w * (y w 0 * y w 1 * x w 2) : ℝ) : ℂ) = expectation (tensor3 σy σy σx)) := by
  obtain ⟨q1, q2, q3, q4⟩ := ghz_eigen
  rw [expectation_of_eigen q1, expectation_of_eigen q2, expectation_of_eigen q3,
    expectation_of_eigen q4]
  rintro ⟨h1, h2, h3, h4⟩
  have e1 := congrArg Complex.re h1
  have e2 := congrArg Complex.re h2
  have e3 := congrArg Complex.re h3
  have e4 := congrArg Complex.re h4
  rw [Complex.ofReal_re, Complex.one_re] at e1
  rw [Complex.ofReal_re, Complex.neg_re, Complex.one_re] at e2 e3 e4
  -- the four averages would add up to 4, above the Mermin bound
  have bound := (abs_le.mp (mermin_inequality p x y hp hsum hx hy)).2
  simp only [merminValue, mul_sub, Finset.sum_sub_distrib] at bound
  linarith

end

end GHZParadox
```

The theorem assumes a finite set of hidden values, each of which fixes every outcome. Neither assumption leaves a way out. Six values ±1 allow only 64 assignments, so a continuous distribution of hidden values amounts to a finite distribution over these assignments. Outcomes may also remain random for given w, drawn independently for each party with probabilities that depend only on its own setting; the averages are then again those of a mixture of the 64 assignments. The step from the theorem to a laboratory is the physical assumption that one distribution p and one table of values serve all four settings. This stands for two conditions: a distant choice of setting does not influence a local outcome, and the settings are chosen independently of the hidden variable.

```lean
#print axioms GHZParadox.ghz_paradox
#print axioms GHZParadox.merminValue_sharp
#print axioms GHZParadox.expectation_mermin
#print axioms GHZParadox.no_local_model
```

```
'GHZParadox.ghz_paradox' depends on axioms: [propext, Classical.choice, Quot.sound]
'GHZParadox.merminValue_sharp' depends on axioms: [propext, Classical.choice, Quot.sound]
'GHZParadox.expectation_mermin' depends on axioms: [propext, Classical.choice, Quot.sound]
'GHZParadox.no_local_model' depends on axioms: [propext, Classical.choice, Quot.sound]
```
